# The content sum distinguishes all Young diagrams with $n$ cells exactly when $n\le 5$ or $n=7$

To sort the spatial or spin functions of $n$ particles by permutation symmetry, one can diagonalise the sum of all transpositions and read the symmetry type from the eigenvalue. Each type belongs to a Young diagram (a single row for complete symmetry), and the eigenvalue is the diagram's content sum: column index minus row index, added over all cells. If every type is allowed, this reading is unambiguous only for $n\le5$ and $n=7$. For six particles, the eigenvalue 3 leaves $(4,1,1)$ and $(3,3)$ undecided.

The link between eigenvalue and content sum is a standard fact of representation theory, used here as interpretation; the Lean file treats only the diagrams and their numbers. Spin functions of spin-½ particles need only diagrams with at most two rows. Among these the ambiguity never arises: for fixed $n$, each cell moved from the first row to the second lowers the content sum.

## Diagrams and their labels

```lean
import Mathlib

namespace TranspositionClassSumLabels
```

The first line loads the mathematical library Mathlib, and the second opens a namespace for the names that follow.

```lean
/-- A Young diagram with `n` cells, given by its positive, weakly decreasing row lengths. -/
def IsShape (n : ℕ) (l : List ℕ) : Prop :=
  l.Pairwise (· ≥ ·) ∧ (∀ r ∈ l, 0 < r) ∧ l.sum = n
```

A diagram is a list `l` of natural numbers, the row lengths. `IsShape n l` is a proposition with three parts: the lengths never increase, each is positive, and they add up to $n$. For $n=0$ the empty list qualifies.

```lean
/-- The sum of column index minus row index over the `r` cells of row `i`. -/
def rowContent (i r : ℕ) : ℤ := ∑ j ∈ Finset.range r, ((j : ℤ) - (i : ℤ))
```

Row $i$ with $r$ cells contributes $\sum_{j=0}^{r-1}(j-i)$. Both indices start at 0, and the values are integers (`ℤ`) because they can be negative.

```lean
/-- The sum of column minus row index over a stack of rows whose first row has index `i`. -/
def contentFrom : ℕ → List ℕ → ℤ
  | _, [] => 0
  | i, r :: l => rowContent i r + contentFrom (i + 1) l
```

This recursion adds the first row's contribution to that of the remaining rows, whose index starts one higher.

```lean
/-- The content sum of a Young diagram: column minus row index, summed over all cells. -/
def contentSum (l : List ℕ) : ℤ := contentFrom 0 l
```

The content sum starts at row 0. By hand,

$$(4,1,1):\ (0+1+2+3)-1-2=3,\qquad (3,3):\ (0+1+2)+(-1+0+1)=3.$$

```lean
/-- The content sum distinguishes the Young diagrams with `n` cells: diagrams with `n` cells and
equal content sums are equal. -/
def Separates (n : ℕ) : Prop :=
  ∀ l l', IsShape n l → IsShape n l' → contentSum l = contentSum l' → l = l'
```

`Separates n` says that two diagrams with $n$ cells and equal content sums are the same diagram. The conditions in `IsShape` matter. Without positivity, the lists $(1)$ and $(1,0)$ would both have one cell and content sum 0. Without the ordering, $(1,3)$ and $(2,2)$ would collide at 0 for $n=4$.

## A complete list of diagrams

```lean
/-- A list of diagrams with `n` cells, at most `k` rows and rows no longer than `m`. -/
def shapes : ℕ → ℕ → ℕ → List (List ℕ)
  | 0, _, n => if n = 0 then [[]] else []
  | k + 1, m, n => if n = 0 then [[]] else
      (List.range (m + 1)).flatMap fun r =>
        if 0 < r ∧ r ≤ n then (shapes k r (n - r)).map (fun l => r :: l) else []
```

`shapes k m n` lists diagrams with $n$ cells, at most $k$ rows and no row longer than $m$. It chooses a first row of length $r$, then fills the remaining $n-r$ cells with rows no longer than $r$.

```lean
/-- Every diagram with `n` cells and rows no longer than `m` occurs in the enumeration,
provided at least `n` rows are allowed. -/
theorem mem_shapes (l : List ℕ) : ∀ k m n, IsShape n l → (∀ r ∈ l, r ≤ m) → n ≤ k →
    l ∈ shapes k m n := by
  induction l with
  | nil =>
    intro k m n h _ _
    have hn : n = 0 := by simpa using h.2.2.symm
    subst hn
    cases k <;> simp [shapes]
  | cons r l ih =>
    intro k m n h hm hk
    obtain ⟨hp, hpos, hs⟩ := h
    have hr : 0 < r := hpos r (by simp)
    have hrm : r ≤ m := hm r (by simp)
    rw [List.sum_cons] at hs
    obtain ⟨k', rfl⟩ : ∃ k', k = k' + 1 := ⟨k - 1, by omega⟩
    have hn : n ≠ 0 := by omega
    have hc : 0 < r ∧ r ≤ n := ⟨hr, by omega⟩
    -- removing the first row leaves a smaller diagram with rows no longer than `r`
    have hl : l ∈ shapes k' r (n - r) :=
      ih k' r (n - r) ⟨(List.pairwise_cons.1 hp).2,
        fun x hx => hpos x (List.mem_cons_of_mem _ hx), by omega⟩
        (fun x hx => (List.pairwise_cons.1 hp).1 x hx) (by omega)
    have hmem : r :: l ∈ (if 0 < r ∧ r ≤ n then
        (shapes k' r (n - r)).map (fun l => r :: l) else []) := by
      rw [if_pos hc]
      exact List.mem_map.2 ⟨l, hl, rfl⟩
    rw [shapes, if_neg hn, List.mem_flatMap]
    exact ⟨r, List.mem_range.2 (by omega), hmem⟩
```

This theorem says that no diagram is missed if at least $n$ rows are allowed. The proof is by induction on the list. Removing the first row $r$ leaves a smaller diagram with rows at most $r$; the induction hypothesis `ih` finds it in the shorter enumeration, and putting $r$ back gives the original. The tactic `omega` settles the integer inequalities.

```lean
/-- No row of a diagram is longer than the total number of cells. -/
theorem row_le_sum (l : List ℕ) : ∀ r ∈ l, r ≤ l.sum := by
  induction l with
  | nil => simp
  | cons a l ih =>
    intro r hr
    rw [List.sum_cons]
    rcases List.mem_cons.1 hr with h | h
    · omega
    · have := ih r h
      omega
```

A row cannot exceed the total number of cells, so `shapes n n n` contains every diagram with $n$ cells. A statement about all diagrams thereby becomes a finite check.

## Six particles

```lean
/-- The diagrams with six cells and content sum 3 are exactly (4,1,1) and (3,3). -/
theorem six_content_three (l : List ℕ) :
    (IsShape 6 l ∧ contentSum l = 3) ↔ (l = [4, 1, 1] ∨ l = [3, 3]) := by
  constructor
  · rintro ⟨h, hc⟩
    have key : ∀ l ∈ shapes 6 6 6, contentSum l = 3 → l = [4, 1, 1] ∨ l = [3, 3] := by
      decide +kernel
    exact key l (mem_shapes l 6 6 6 h (fun r hr => h.2.2 ▸ row_le_sum l r hr) le_rfl) hc
  · rintro (rfl | rfl)
    · exact ⟨⟨by decide, by decide, by decide⟩, by decide +kernel⟩
    · exact ⟨⟨by decide, by decide, by decide⟩, by decide +kernel⟩
```

The sign `↔` means "if and only if": the diagrams of six cells with content sum 3 are $(4,1,1)$ and $(3,3)$, and no others. By hand, the eleven diagrams give

| Diagram | Content sum |
|---|---:|
| $(6)$ | 15 |
| $(5,1)$ | 9 |
| $(4,2)$ | 5 |
| $(4,1,1)$ | 3 |
| $(3,3)$ | 3 |
| $(3,2,1)$ | 0 |
| $(3,1,1,1)$ | −3 |
| $(2,2,2)$ | −3 |
| $(2,2,1,1)$ | −5 |
| $(2,1,1,1,1)$ | −9 |
| $(1,1,1,1,1,1)$ | −15 |

In Lean, `decide +kernel` has the kernel evaluate this check over the enumeration, and `mem_shapes` carries the result to an arbitrary diagram.

```lean
/-- Two different diagrams with six cells can share a content sum only at the values 3 and -3. -/
theorem six_collisions (l l' : List ℕ) (h : IsShape 6 l) (h' : IsShape 6 l')
    (hne : l ≠ l') (hc : contentSum l = contentSum l') :
    contentSum l = 3 ∨ contentSum l = -3 := by
  have key : ∀ l ∈ shapes 6 6 6, ∀ l' ∈ shapes 6 6 6, l ≠ l' →
      contentSum l = contentSum l' → contentSum l = 3 ∨ contentSum l = -3 := by
    decide +kernel
  exact key l (mem_shapes l 6 6 6 h (fun r hr => h.2.2 ▸ row_le_sum l r hr) le_rfl)
    l' (mem_shapes l' 6 6 6 h' (fun r hr => h'.2.2 ▸ row_le_sum l' r hr) le_rfl) hne hc
```

If two different diagrams of six cells share a content sum, the shared value is 3 or −3. The proof runs through all pairs, as one can do by eye in the table.

## Collisions from eight particles on

```lean
/-- Three rows of lengths `a`, `b`, `c`, followed by `k` rows of a single cell. -/
def tailed (a b c k : ℕ) : List ℕ := a :: b :: c :: List.replicate k 1
```

`tailed a b c k` has three rows $a,b,c$, followed by $k$ rows of one cell.

```lean
/-- Three weakly decreasing non-empty rows followed by single cells form a Young diagram. -/
theorem tailed_isShape {a b c k n : ℕ} (hab : b ≤ a) (hbc : c ≤ b) (hc : 1 ≤ c)
    (hn : a + b + c + k = n) : IsShape n (tailed a b c k) := by
  unfold tailed
  refine ⟨?_, ?_, ?_⟩
  · simp only [List.pairwise_cons, List.mem_cons, List.mem_replicate]
    refine ⟨?_, ?_, ?_, by simp [List.pairwise_replicate]⟩ <;> intro x hx <;> omega
  · intro x hx
    simp only [List.mem_cons, List.mem_replicate] at hx
    omega
  · simp only [List.sum_cons, List.sum_replicate, smul_eq_mul, mul_one]
    omega
```

If $a\ge b\ge c\ge1$ and $a+b+c+k=n$, this is a diagram with $n$ cells. The three parts of the proof check ordering, positivity and total.

```lean
/-- Twice the content sum of three rows `a`, `b`, `c` followed by `k` single cells. -/
theorem two_mul_content_tailed (a b c k : ℕ) :
    2 * contentSum (tailed a b c k) =
      (a : ℤ) * (a - 1) + b * (b - 3) + c * (c - 5) - k * (k + 5) := by
  -- a single row is an arithmetic progression
  have row : ∀ i r : ℕ, 2 * rowContent i r = (r : ℤ) * (r - 1 - 2 * i) := by
    intro i r
    unfold rowContent
    induction r with
    | zero => simp
    | succ r ih =>
      rw [Finset.sum_range_succ, mul_add, ih]
      push_cast
      ring
  -- so is the column of single cells
  have col : ∀ k i : ℕ, 2 * contentFrom i (List.replicate k 1) =
      -((k : ℤ) * (2 * i + k - 1)) := by
    intro k
    induction k with
    | zero => intro i; simp [contentFrom]
    | succ k ih =>
      intro i
      rw [List.replicate_succ, contentFrom, mul_add, ih, row]
      push_cast
      ring
  simp only [contentSum, tailed, contentFrom, mul_add, row, col]
  push_cast
  ring
```

Row $i$ of length $r$ is an arithmetic progression, so twice its contribution is

$$2\sum_{j=0}^{r-1}(j-i)=r(r-1)-2ir=r(r-1-2i).$$

For rows 0, 1 and 2 this gives $a(a-1)$, $b(b-3)$ and $c(c-5)$. The single cells lie in rows $3,\dots,k+2$ and contribute $-(3+\cdots+(k+2))=-k(k+5)/2$. Hence, with $C$ the content sum,

$$2C=a(a-1)+b(b-3)+c(c-5)-k(k+5).$$

The auxiliary facts `row` and `col` prove the two progressions by induction, and `ring` does the algebra.

```lean
/-- For every number `n` of cells from eight on, two different diagrams with `n` cells both have
content sum zero. -/
theorem collision_of_eight_le {n : ℕ} (hn : 8 ≤ n) :
    ∃ l l', IsShape n l ∧ IsShape n l' ∧ l ≠ l' ∧ contentSum l = 0 ∧ contentSum l' = 0 := by
  obtain ⟨k, hk⟩ : ∃ k, n = 2 * k + 8 ∨ n = 2 * k + 9 := ⟨(n - 8) / 2, by omega⟩
  have zero : ∀ a b c d : ℕ,
      (a : ℤ) * (a - 1) + b * (b - 3) + c * (c - 5) - d * (d + 5) = 0 →
      contentSum (tailed a b c d) = 0 := by
    intro a b c d h
    have h2 := two_mul_content_tailed a b c d
    rw [h] at h2
    linarith
  rcases hk with hk | hk
  · refine ⟨tailed (k + 4) 2 1 (k + 1), tailed (k + 3) 3 2 k,
      tailed_isShape (by omega) (by omega) (by omega) (by omega),
      tailed_isShape (by omega) (by omega) (by omega) (by omega), ?_,
      zero _ _ _ _ (by push_cast; ring), zero _ _ _ _ (by push_cast; ring)⟩
    intro h
    have := (List.cons.inj h).1
    omega
  · refine ⟨tailed (k + 5) 1 1 (k + 2), tailed (k + 3) 3 3 k,
      tailed_isShape (by omega) (by omega) (by omega) (by omega),
      tailed_isShape (by omega) (by omega) (by omega) (by omega), ?_,
      zero _ _ _ _ (by push_cast; ring), zero _ _ _ _ (by push_cast; ring)⟩
    intro h
    have := (List.cons.inj h).1
    omega
```

Every $n\ge8$ is $2k+8$ or $2k+9$ with $k\ge0$. For $n=2k+8$, take rows $k+4,2,1$ with $k+1$ single cells, and rows $k+3,3,2$ with $k$ single cells:

$$\begin{aligned}
2C&=(k+4)(k+3)-2-4-(k+1)(k+6)=0,\\
2C&=(k+3)(k+2)+0-6-k(k+5)=0.
\end{aligned}$$

For $n=2k+9$, take rows $k+5,1,1$ with $k+2$ single cells, and rows $k+3,3,3$ with $k$ single cells:

$$\begin{aligned}
2C&=(k+5)(k+4)-2-4-(k+2)(k+7)=0,\\
2C&=(k+3)(k+2)+0-6-k(k+5)=0.
\end{aligned}$$

The first rows differ in each pair, so the diagrams differ. Lean's `∃ l l'` is proved by supplying these pairs; the helper `zero` turns $2C=0$ into $C=0$.

## The full classification

```lean
/-- The content sum distinguishes all Young diagrams with `n` cells exactly when
`n` is at most five or equal to seven. -/
theorem separates_iff (n : ℕ) : Separates n ↔ n ≤ 5 ∨ n = 7 := by
  constructor
  · intro h
    by_contra hn
    have hcases : n = 6 ∨ 8 ≤ n := by omega
    rcases hcases with rfl | h8
    · -- six cells: (4,1,1) against (3,3)
      have h1 := (six_content_three [4, 1, 1]).2 (Or.inl rfl)
      have h2 := (six_content_three [3, 3]).2 (Or.inr rfl)
      exact absurd (h _ _ h1.1 h2.1 (h1.2.trans h2.2.symm)) (by decide)
    · obtain ⟨l, l', hl, hl', hne, h0, h0'⟩ := collision_of_eight_le h8
      exact hne (h l l' hl hl' (h0.trans h0'.symm))
  · intro hn l l' hl hl' hc
    -- the remaining cases are a finite check over the complete enumeration
    have key : ∀ n ∈ [0, 1, 2, 3, 4, 5, 7], ∀ l ∈ shapes n n n, ∀ l' ∈ shapes n n n,
        contentSum l = contentSum l' → l = l' := by
      decide +kernel
    have hmem : n ∈ [0, 1, 2, 3, 4, 5, 7] := by
      simp only [List.mem_cons, List.not_mem_nil, or_false]
      omega
    exact key n hmem
      l (mem_shapes l n n n hl (fun r hr => (row_le_sum l r hr).trans hl.2.2.le) le_rfl)
      l' (mem_shapes l' n n n hl' (fun r hr => (row_le_sum l' r hr).trans hl'.2.2.le) le_rfl) hc

end TranspositionClassSumLabels
```

From left to right, suppose the labels separate but $n$ is neither at most 5 nor equal to 7. Then $n=6$ or $n\ge8$, and a collision found above contradicts separation.

From right to left, the content sums can be listed:

- $n=0$: $0$
- $n=1$: $0$
- $n=2$: $\pm1$
- $n=3$: $0,\pm3$
- $n=4$: $0,\pm2,\pm6$
- $n=5$: $0,\pm2,\pm5,\pm10$
- $n=7$: $0,\pm1,\pm3,\pm6,\pm7,\pm9,\pm14,\pm21$

These are $1,1,2,3,5,7$ and $15$ different values, one for each diagram. The fact `key` makes the same comparison pair by pair, and completeness of the enumeration extends it to any two diagrams `l` and `l'`.

```lean
#print axioms TranspositionClassSumLabels.six_collisions
-- 'TranspositionClassSumLabels.six_collisions' depends on axioms: [propext, Classical.choice, Quot.sound]
#print axioms TranspositionClassSumLabels.separates_iff
-- 'TranspositionClassSumLabels.separates_iff' depends on axioms: [propext, Classical.choice, Quot.sound]
```
